# The mean squared weight for reweighting a Gaussian phonon coordinate

Suppose one phonon coordinate is sampled from a normalised, centred Gaussian density of precision (inverse variance) `a`, and the samples are reweighted to the same kind of density with precision `b`. The weight is the new density over the sampled one, and its mean square is the integral over the real line of the new density squared divided by the sampled density. `integral_sq_div` states that this equals `b / √(a * (2 * b - a))` when `a` and `b` are positive and `a < 2 * b`. The proof writes the integrand as a constant times a Gaussian, applies `integral_gaussian`, and then tries to split the resulting square root so that `√(a / (2 * π))` cancels.

This version doesn't compile in Lean 4 with Mathlib:

```lean
import Mathlib

open MeasureTheory Filter Real
open scoped Topology

namespace IntegralSqDiv

noncomputable section

/-- Centred Gaussian density of one phonon coordinate with precision (inverse variance)
`a > 0`. -/
def modeDensity (a x : ℝ) : ℝ := √(a / (2 * π)) * Real.exp (-(a / 2) * x ^ 2)

/-- For positive precisions, the squared new density over the sampled density is a constant times
`exp(-(2b - a)x²/2)`. -/
theorem modeDensity_sq_div {a b : ℝ} (hb : 0 < b) (x : ℝ) :
    modeDensity b x ^ 2 / modeDensity a x =
      b / (2 * π) / √(a / (2 * π)) * Real.exp (-((2 * b - a) / 2) * x ^ 2) := by
  have h : Real.exp (-(b / 2) * x ^ 2) ^ 2 =
      Real.exp (-((2 * b - a) / 2) * x ^ 2) * Real.exp (-(a / 2) * x ^ 2) := by
    rw [pow_two (Real.exp _), ← Real.exp_add, ← Real.exp_add]
    congr 1
    ring
  unfold modeDensity
  rw [mul_pow, h, Real.sq_sqrt (by positivity), ← mul_assoc,
    mul_div_mul_right _ _ (Real.exp_pos _).ne']
  ring

/-- For positive precisions with `a < 2b`, the mean squared weight of one mode is
`b / √(a(2b - a))`. -/
theorem integral_sq_div {a b : ℝ} (ha : 0 < a) (hb : 0 < b) (hab : a < 2 * b) :
    ∫ x, modeDensity b x ^ 2 / modeDensity a x = b / √(a * (2 * b - a)) := by
  have hd : 0 < 2 * b - a := by linarith
  have hpi := Real.pi_pos
  -- express the Gaussian integral through the two square roots of the claim
  have e : π / ((2 * b - a) / 2) = (2 * π) ^ 2 * (a / (2 * π)) / (a * (2 * b - a)) := by
    have := hd.ne'
    field_simp
  have hs : √(a / (2 * π)) ≠ 0 := by positivity
  have ht : √(a * (2 * b - a)) ≠ 0 := (Real.sqrt_pos.2 (mul_pos ha hd)).ne'
  simp only [modeDensity_sq_div hb]
  rw [integral_const_mul, integral_gaussian, e, Real.sqrt_div (by positivity),
    Real.sqrt_mul (by positivity), Real.sqrt_sq (by positivity)]
  generalize √(a / (2 * π)) = s at hs ⊢
  generalize √(a * (2 * b - a)) = t at ht ⊢
  field_simp

end

end IntegralSqDiv
```

Lean reports:

```
Main.lean:43:35: error: Tactic `rewrite` failed: Did not find an occurrence of the pattern
  √(?m.246 ^ 2)
in the target expression
  b / (2 * π) / (√a / (√2 * √π)) * √((2 * π) ^ 2 * (a / (2 * π)) / (a * (2 * b - a))) = b / √(a * (2 * b - a))

a b : ℝ
ha : 0 < a
hb : 0 < b
hab : a < 2 * b
hd : 0 < 2 * b - a
hpi : 0 < π
e : π / ((2 * b - a) / 2) = (2 * π) ^ 2 * (a / (2 * π)) / (a * (2 * b - a))
hs : √(a / (2 * π)) ≠ 0
ht : √(a * (2 * b - a)) ≠ 0
⊢ b / (2 * π) / (√a / (√2 * √π)) * √((2 * π) ^ 2 * (a / (2 * π)) / (a * (2 * b - a))) = b / √(a * (2 * b - a))
```

Cause. The error is reported at `Real.sqrt_sq`, but the trouble starts two rewrites earlier. `Real.sqrt_div (by positivity)` doesn't say which numerator is meant, so `rw` took the root of a quotient in the prefactor, `√(a / (2 * π))`, instead of the root from the Gaussian integral. `Real.sqrt_mul` then split the new `√(2 * π)` into `√2 * √π`. Both results are visible in the goal Lean prints. The Gaussian root was still whole, with `(2 * π) ^ 2` inside a larger quotient, so `Real.sqrt_sq` found no root of a square.

The repair states each nonnegativity fact with `show`, which fixes the expression each lemma applies to. `Real.sqrt_div` now splits the Gaussian root, `Real.sqrt_mul` separates `√((2 * π) ^ 2)` from `√(a / (2 * π))`, and `Real.sqrt_sq` turns the former into `2 * π`. By then that is the only root of a square, so the third `show` only makes the target explicit. The reworded comment is mere tidying.

The repair, with which the file compiles:

```diff
@@ -33,5 +33,5 @@
   have hd : 0 < 2 * b - a := by linarith
   have hpi := Real.pi_pos
-  -- express the Gaussian integral through the two square roots of the claim
+  -- express the Gaussian integral through `√(a / (2π))` and `√(a(2b - a))`
   have e : π / ((2 * b - a) / 2) = (2 * π) ^ 2 * (a / (2 * π)) / (a * (2 * b - a)) := by
     have := hd.ne'
@@ -40,6 +40,8 @@
   have ht : √(a * (2 * b - a)) ≠ 0 := (Real.sqrt_pos.2 (mul_pos ha hd)).ne'
   simp only [modeDensity_sq_div hb]
-  rw [integral_const_mul, integral_gaussian, e, Real.sqrt_div (by positivity),
-    Real.sqrt_mul (by positivity), Real.sqrt_sq (by positivity)]
+  rw [integral_const_mul, integral_gaussian, e,
+    Real.sqrt_div (show 0 ≤ (2 * π) ^ 2 * (a / (2 * π)) by positivity),
+    Real.sqrt_mul (show 0 ≤ (2 * π) ^ 2 by positivity),
+    Real.sqrt_sq (show 0 ≤ 2 * π by positivity)]
   generalize √(a / (2 * π)) = s at hs ⊢
   generalize √(a * (2 * b - a)) = t at ht ⊢
```
